# A sharp bound on the number of clusters of mutually neighbouring atoms at limited neighbour number

In an alloy simulation with an explicit many-body potential, the number of cluster terms in each energy evaluation depends on the cutoff radius and on the body orders included. The problems below bound the number of terms at each body order for potentials with one term for each set of atoms that all lie within the cutoff of one another, given a finite neighbour list and a cap on the neighbours per atom.

## The neighbour list as a graph

Let $V$ be a finite set of $N$ atoms and $G$ a simple graph on it, in which an edge joins two atoms that are neighbours. In Lean these are a finite type `V` and `G : SimpleGraph V`. Adjacency is symmetric, no atom is its own neighbour, and two atoms are joined by at most one edge, so a periodic cell small enough for an atom to interact with its own image, or with two images of another atom, does not fit the model. Neither does a cell in which atoms are pairwise neighbours only by way of different images. For three equally spaced atoms on a periodic line, with a cutoff that reaches only nearest neighbours, the graph has a triplet although no three atoms in space all lie within the cutoff of one another. Positions, species and energies do not enter.

```lean
import Mathlib

open Finset
open scoped Classical

namespace BodyOrderCost

noncomputable section

variable {V : Type*} [Fintype V]
```

The neighbour shell of atom $v$ is $\mathcal N(v)$, with $d_v=|\mathcal N(v)|$ atoms.

```lean
/-- The neighbour shell of atom `v`: all atoms adjacent to it in the neighbour graph. -/
def neighbours (G : SimpleGraph V) (v : V) : Finset V :=
  univ.filter (fun a => G.Adj v a)
```

An $n$-atom cluster is a set of $n$ atoms, any two of which are neighbours. Write $C_n$ for the set of these clusters. Since they are unordered sets, a triplet counts once and not six times. A potential that sums over all choices of neighbours of a central atom, whether or not they neighbour each other, has a different count.

```lean
/-- The `n`-atom clusters: sets of `n` atoms that are all neighbours of one another. -/
def clusters (G : SimpleGraph V) (n : ℕ) : Finset (Finset V) :=
  univ.filter (fun s => s.card = n ∧ ∀ a ∈ s, ∀ b ∈ s, a ≠ b → G.Adj a b)
```

Finally, $C_n(v)$ is the set of $n$-atom clusters that contain $v$.

```lean
/-- The `n`-atom clusters that contain atom `v`. -/
def clustersAt (G : SimpleGraph V) (n : ℕ) (v : V) : Finset (Finset V) :=
  (clusters G n).filter (fun s => v ∈ s)
```

## (a) Counting clusters atom by atom

Show that adding up the clusters at each atom counts every cluster $n$ times:
$$\sum_{v\in V}|C_n(v)| = n\,|C_n|.$$

Write $|C_n(v)|$ as a sum over $S\in C_n$ of the indicator that $v\in S$, and exchange the sums:
$$\sum_{v}\sum_{S\in C_n}[v\in S]=\sum_{S\in C_n}\sum_v[v\in S]=\sum_{S\in C_n}|S|=n\,|C_n|.$$
In the proof, `h` is the inner sum and `sum_comm` is the exchange.

```lean
/-- Adding up, atom by atom, the `n`-atom clusters containing that atom counts every
cluster `n` times. -/
theorem sum_clustersAt (G : SimpleGraph V) (n : ℕ) :
    ∑ v, (clustersAt G n v).card = n * (clusters G n).card := by
  have h : ∀ s ∈ clusters G n, ∑ v : V, (if v ∈ s then 1 else 0) = n := by
    intro s hs
    simp only [clusters, mem_filter, mem_univ, true_and] at hs
    simp [hs.1]
  simp only [clustersAt, card_filter]
  rw [sum_comm, sum_congr rfl h, sum_const, smul_eq_mul, mul_comm]
```

## (b) Removing the central atom

Show that deleting $v$ from its $(k+1)$-atom clusters gives $k$-atom subsets of its shell, without merging any two clusters:
$$\{S\setminus\{v\}:S\in C_{k+1}(v)\}\subseteq\{T\subseteq\mathcal N(v):|T|=k\},$$
where the set on the left has $|C_{k+1}(v)|$ elements.

If $S\in C_{k+1}(v)$, every other atom of $S$ is a neighbour of $v$, so $S\setminus\{v\}$ lies in the shell and has $k$ atoms. If $S\setminus\{v\}=S'\setminus\{v\}$ for two such clusters, putting $v$ back gives $S=S'$. Lean writes the deletion as `s.erase v` and the $k$-atom subsets as `powersetCard k (neighbours G v)`; `insert_erase` puts the atom back.

```lean
/-- Removing atom `v` from the `(k+1)`-atom clusters that contain it gives `k`-atom subsets
of its neighbour shell, and different clusters give different subsets. -/
theorem remove_centre (G : SimpleGraph V) (k : ℕ) (v : V) :
    (clustersAt G (k + 1) v).image (fun s => s.erase v) ⊆ powersetCard k (neighbours G v) ∧
    ((clustersAt G (k + 1) v).image (fun s => s.erase v)).card
      = (clustersAt G (k + 1) v).card := by
  constructor
  · intro t ht
    obtain ⟨s, hs, rfl⟩ := mem_image.1 ht
    simp only [clustersAt, clusters, mem_filter, mem_univ, true_and] at hs
    obtain ⟨⟨hc, hadj⟩, hv⟩ := hs
    refine mem_powersetCard.2 ⟨fun a ha => ?_, ?_⟩
    · have ha' := mem_erase.1 ha
      exact mem_filter.2 ⟨mem_univ _, hadj v hv a ha'.2 (Ne.symm ha'.1)⟩
    · rw [card_erase_of_mem hv, hc, Nat.add_sub_cancel]
  · apply card_image_of_injOn
    intro s hs t ht hst
    have hs' : v ∈ s := (mem_filter.1 (mem_coe.1 hs)).2
    have ht' : v ∈ t := (mem_filter.1 (mem_coe.1 ht)).2
    have h : s.erase v = t.erase v := hst
    rw [← insert_erase hs', h, insert_erase ht']
```

## (c) The bound at one atom

Deduce that
$$|C_{k+1}(v)|\le\binom{d_v}{k}.$$

By (b), the left side is the size of a subset of the $k$-atom subsets of $\mathcal N(v)$, and there are $\binom{d_v}{k}$ of those.

```lean
/-- An atom belongs to at most as many `(k+1)`-atom clusters as there are ways to choose
`k` atoms from its neighbour shell. -/
theorem clustersAt_card_le (G : SimpleGraph V) (k : ℕ) (v : V) :
    (clustersAt G (k + 1) v).card ≤ (neighbours G v).card.choose k := by
  obtain ⟨hs, hc⟩ := remove_centre G k v
  rw [← hc, ← card_powersetCard]
  exact card_le_card hs
```

## (d) A mutually adjacent shell

Suppose any two distinct neighbours of $v$ are themselves neighbours. Show that
$$|C_{k+1}(v)|=\binom{d_v}{k}.$$

Take any $k$-atom subset $T$ of the shell. Since $v\notin T$, the set $T\cup\{v\}$ has $k+1$ atoms. Pairs that include $v$ are adjacent because $T$ lies in the shell, and the other pairs are adjacent by assumption. So $T\cup\{v\}$ is a cluster, and different $T$ give different clusters because deleting $v$ recovers $T$. This gives $\ge$, and (c) gives $\le$. The step `key` in the proof is the check that $T\cup\{v\}$ is a cluster.

```lean
/-- If the neighbours of an atom are all neighbours of one another, every choice of `k` of
them completes to a cluster, and the bound for that atom is an equality. -/
theorem clustersAt_card_eq (G : SimpleGraph V) (k : ℕ) (v : V)
    (h : ∀ a b, G.Adj v a → G.Adj v b → a ≠ b → G.Adj a b) :
    (clustersAt G (k + 1) v).card = (neighbours G v).card.choose k := by
  apply le_antisymm (clustersAt_card_le G k v)
  have hnb : ∀ t ∈ powersetCard k (neighbours G v), ∀ a ∈ t, G.Adj v a :=
    fun t ht a ha => (mem_filter.1 ((mem_powersetCard.1 ht).1 ha)).2
  have hv : ∀ t ∈ powersetCard k (neighbours G v), v ∉ t :=
    fun t ht hvt => (hnb t ht v hvt).ne rfl
  -- putting the central atom back produces a cluster
  have key : ∀ t ∈ powersetCard k (neighbours G v), insert v t ∈ clustersAt G (k + 1) v := by
    intro t ht
    simp only [clustersAt, clusters, mem_filter, mem_univ, true_and]
    refine ⟨⟨?_, ?_⟩, mem_insert_self v t⟩
    · rw [card_insert_of_notMem (hv t ht), (mem_powersetCard.1 ht).2]
    · intro a ha b hb hab
      rcases mem_insert.1 ha with ha | ha
      · rcases mem_insert.1 hb with hb | hb
        · exact absurd (ha.trans hb.symm) hab
        · rw [ha]
          exact hnb t ht b hb
      · rcases mem_insert.1 hb with hb | hb
        · rw [hb]
          exact (hnb t ht a ha).symm
        · exact h a b (hnb t ht a ha) (hnb t ht b hb) hab
  rw [← card_powersetCard]
  refine card_le_card_of_injOn (fun t => insert v t) (fun t ht => key t ht) ?_
  intro s hs t ht hst
  have hst' : insert v s = insert v t := hst
  rw [← erase_insert (hv s (mem_coe.1 hs)), hst', erase_insert (hv t (mem_coe.1 ht))]
```

## (e) The bound for the whole system

Let every atom have at most $Z$ neighbours and let $n\ge1$. Show that
$$|C_n|\le\frac{N}{n}\binom{Z}{n-1}.$$

Put $n=k+1$. Since $d_v\le Z$, parts (a) and (c) give
$$(k+1)\,|C_{k+1}|=\sum_v|C_{k+1}(v)|\le\sum_v\binom{d_v}{k}\le N\binom{Z}{k},$$
and dividing by $k+1$ gives the claim.

The cap $Z$ is the hypothesis `hZ`. It stands for short-range repulsion, which limits how many atoms fit inside a cutoff sphere; here it is assumed and not derived from a potential. The inequality is stated over the rationals `ℚ`, so $N/n$ is not rounded. At fixed $Z$ and $n$ the bound is linear in $N$, while at fixed $n$ and $N\ge1$ it is a polynomial of degree $n-1$ in $Z$. It counts terms, not the time needed to find or evaluate them.

```lean
/-- With at most `Z` neighbours per atom, the number of `n`-atom clusters, `n ≥ 1`, is at
most `(N / n) * binom(Z, n - 1)`, where `N` is the number of atoms. -/
theorem card_clusters_le (G : SimpleGraph V) (Z n : ℕ) (hn : 1 ≤ n)
    (hZ : ∀ v, (neighbours G v).card ≤ Z) :
    ((clusters G n).card : ℚ) ≤ (Fintype.card V : ℚ) / n * (Z.choose (n - 1) : ℚ) := by
  obtain ⟨k, rfl⟩ : ∃ k, n = k + 1 := ⟨n - 1, by omega⟩
  have h : ∑ v, (clustersAt G (k + 1) v).card ≤ ∑ _v : V, Z.choose k :=
    sum_le_sum fun v _ => (clustersAt_card_le G k v).trans (Nat.choose_le_choose k (hZ v))
  rw [sum_clustersAt, sum_const, card_univ, smul_eq_mul, mul_comm] at h
  have hpos : (0 : ℚ) < ((k + 1 : ℕ) : ℚ) := Nat.cast_pos.2 (Nat.succ_pos k)
  rw [div_mul_eq_mul_div, le_div_iff₀ hpos, Nat.add_sub_cancel]
  exact_mod_cast h
```

## (f) A sufficient condition for equality

Suppose every atom has exactly $Z$ neighbours, and these are all neighbours of one another. Show that for every $n\ge1$
$$|C_n|=\frac{N}{n}\binom{Z}{n-1}.$$

With $n=k+1$, part (d) turns each local bound into the equality $|C_{k+1}(v)|=\binom{Z}{k}$. Summing over atoms and using (a) gives $(k+1)|C_{k+1}|=N\binom{Z}{k}$.

```lean
/-- If every atom has exactly `Z` neighbours and these are all neighbours of one another,
the bound is attained at every body order `n ≥ 1`. -/
theorem card_clusters_eq (G : SimpleGraph V) (Z n : ℕ) (hn : 1 ≤ n)
    (hG : ∀ v, (neighbours G v).card = Z ∧
      ∀ a b, G.Adj v a → G.Adj v b → a ≠ b → G.Adj a b) :
    ((clusters G n).card : ℚ) = (Fintype.card V : ℚ) / n * (Z.choose (n - 1) : ℚ) := by
  obtain ⟨k, rfl⟩ : ∃ k, n = k + 1 := ⟨n - 1, by omega⟩
  have h : ∑ v, (clustersAt G (k + 1) v).card = ∑ _v : V, Z.choose k :=
    sum_congr rfl fun v _ => by rw [clustersAt_card_eq G k v (hG v).2, (hG v).1]
  rw [sum_clustersAt, sum_const, card_univ, smul_eq_mul, mul_comm] at h
  have hne : ((k + 1 : ℕ) : ℚ) ≠ 0 := Nat.cast_ne_zero.2 (Nat.succ_ne_zero k)
  rw [div_mul_eq_mul_div, eq_div_iff hne, Nat.add_sub_cancel]
  exact_mod_cast h
```

## (g) When the bound is attained

Let every atom have at most $Z$ neighbours and let $3\le n\le Z+1$. Show that
$$|C_n|=\frac{N}{n}\binom{Z}{n-1}\iff \text{for all } v:\ d_v=Z\ \text{and the atoms of }\mathcal N(v)\text{ are mutual neighbours.}$$

The direction from right to left is (f). For the other, put $n=j+3$, written `j + 2 + 1` in the code. Equality and (a) give
$$\sum_v|C_{j+3}(v)|=\sum_v\binom{Z}{j+2}.$$
No term on the left exceeds its partner on the right, so they agree atom by atom; this is `sum_eq_sum_iff_of_le`.

Suppose $d_v<Z$, and write $Z=m+1$, so that $d_v\le m$. Pascal's rule gives
$$\binom{m+1}{j+2}=\binom{m}{j+1}+\binom{m}{j+2}>\binom{m}{j+2}\ge\binom{d_v}{j+2},$$
since $n\le Z+1$ means $j+1\le m$. Then (c) makes $|C_{j+3}(v)|$ smaller than $\binom{Z}{j+2}$, a contradiction. Hence $d_v=Z$.

The two sets in (b), with $k=j+2$, now have the same size and therefore coincide. Given distinct neighbours $a,b$ of $v$, extend $\{a,b\}$ to a $(j+2)$-atom subset of the shell, which is possible because $2\le j+2\le Z$. This subset is a cluster with $v$ removed, so $a$ and $b$ are neighbours.

At $n=2$ the equivalence can fail: a ring of four atoms with $Z=2$ has $4=\frac42\cdot2$ pairs, yet the two neighbours of an atom are not adjacent.

```lean
/-- With at most `Z` neighbours per atom and `3 ≤ n ≤ Z + 1`, the bound is attained exactly
when every atom has `Z` neighbours and these are all neighbours of one another. -/
theorem card_clusters_eq_iff (G : SimpleGraph V) (Z n : ℕ) (hn : 3 ≤ n) (hnZ : n ≤ Z + 1)
    (hZ : ∀ v, (neighbours G v).card ≤ Z) :
    ((clusters G n).card : ℚ) = (Fintype.card V : ℚ) / n * (Z.choose (n - 1) : ℚ) ↔
      ∀ v, (neighbours G v).card = Z ∧
        ∀ a b, G.Adj v a → G.Adj v b → a ≠ b → G.Adj a b := by
  refine ⟨fun heq v => ?_, card_clusters_eq G Z n (by omega)⟩
  obtain ⟨j, rfl⟩ : ∃ j, n = j + 2 + 1 := ⟨n - 3, by omega⟩
  have hne : ((j + 2 + 1 : ℕ) : ℚ) ≠ 0 := Nat.cast_ne_zero.2 (Nat.succ_ne_zero _)
  rw [div_mul_eq_mul_div, eq_div_iff hne, Nat.add_sub_cancel] at heq
  have hnat : (clusters G (j + 2 + 1)).card * (j + 2 + 1)
      = Fintype.card V * Z.choose (j + 2) := by exact_mod_cast heq
  have hsum : ∑ v, (clustersAt G (j + 2 + 1) v).card = ∑ _v : V, Z.choose (j + 2) := by
    rw [sum_clustersAt, sum_const, card_univ, smul_eq_mul, mul_comm]
    exact hnat
  -- equality of the sums forces equality at each atom
  have hloc : (clustersAt G (j + 2 + 1) v).card = Z.choose (j + 2) :=
    (sum_eq_sum_iff_of_le fun w _ => (clustersAt_card_le G (j + 2) w).trans
      (Nat.choose_le_choose (j + 2) (hZ w))).1 hsum v (mem_univ v)
  have hle := clustersAt_card_le G (j + 2) v
  have hd : (neighbours G v).card = Z := by
    by_contra hcon
    have hlt := lt_of_le_of_ne (hZ v) hcon
    obtain ⟨m, rfl⟩ : ∃ m, Z = m + 1 := ⟨Z - 1, by omega⟩
    have h1 : (m + 1).choose (j + 2) = m.choose (j + 1) + m.choose (j + 2) :=
      Nat.choose_succ_succ' m (j + 1)
    have h2 : 0 < m.choose (j + 1) := Nat.choose_pos (by omega)
    have h3 := Nat.choose_le_choose (j + 2) (Nat.lt_succ_iff.1 hlt)
    omega
  refine ⟨hd, fun a b ha hb hab => ?_⟩
  -- every choice of neighbours now comes from a cluster, also one containing `a` and `b`
  obtain ⟨hsub, hcard⟩ := remove_centre G (j + 2) v
  have himg := eq_of_subset_of_card_le hsub (by rw [hcard, hloc, card_powersetCard, hd])
  have hpair : ({a, b} : Finset V) ⊆ neighbours G v := by
    intro x hx
    rcases mem_insert.1 hx with hx | hx
    · exact mem_filter.2 ⟨mem_univ _, hx ▸ ha⟩
    · exact mem_filter.2 ⟨mem_univ _, (mem_singleton.1 hx) ▸ hb⟩
  obtain ⟨t, habt, htN, htc⟩ := exists_subsuperset_card_eq hpair
    (show ({a, b} : Finset V).card ≤ j + 2 by rw [card_pair hab]; omega)
    (show j + 2 ≤ (neighbours G v).card by omega)
  have ht := mem_powersetCard.2 ⟨htN, htc⟩
  rw [← himg] at ht
  obtain ⟨s, hs, rfl⟩ := mem_image.1 ht
  simp only [clustersAt, clusters, mem_filter, mem_univ, true_and] at hs
  exact hs.1.2 a (mem_of_mem_erase (habt (by simp))) b
    (mem_of_mem_erase (habt (by simp))) hab
```

## (h) Neighbours in disjoint complete cells

Take $M$ cells of $Z+1$ atoms each and label an atom $a=(a_1,a_2)$ by its cell and its position within the cell. Distinct atoms are neighbours when they share a cell. In Lean, `SimpleGraph.fromRel` builds this graph from the relation "same cell" and leaves out self-pairs.

```lean
/-- `M` disjoint complete graphs on `Z + 1` atoms each: distinct atoms are neighbours when
they lie in the same cell, labelled by the first index. -/
def completeCells (M Z : ℕ) : SimpleGraph (Fin M × Fin (Z + 1)) :=
  SimpleGraph.fromRel (fun a b => a.1 = b.1)
```

Show that
$$a\text{ and }b\text{ are neighbours}\iff a_1=b_1\ \text{and}\ a_2\ne b_2.$$

Atoms in the same cell are distinct exactly when their positions differ. The Lean labels `a.1` and `a.2` are $a_1$ and $a_2$.

```lean
/-- Two atoms of the disjoint complete graphs are neighbours exactly when they share the
cell and differ in their position within it. -/
theorem completeCells_adj (M Z : ℕ) (a b : Fin M × Fin (Z + 1)) :
    (completeCells M Z).Adj a b ↔ a.1 = b.1 ∧ a.2 ≠ b.2 := by
  rw [completeCells, SimpleGraph.fromRel_adj]
  constructor
  · rintro ⟨hne, h⟩
    have h1 : a.1 = b.1 := h.elim id Eq.symm
    exact ⟨h1, fun h2 => hne (Prod.ext h1 h2)⟩
  · rintro ⟨h1, h2⟩
    exact ⟨fun h => h2 (congrArg Prod.snd h), Or.inl h1⟩
```

## (i) The cells attain the bound

Show that in these cells every atom has exactly $Z$ neighbours, and that for every $n\ge1$
$$|C_n|=\frac{M(Z+1)}{n}\binom{Z}{n-1}.$$

The neighbours of $v$ are the atoms at the other $Z$ positions of its cell. Two distinct neighbours of $v$ share that cell, so they are neighbours of each other. Part (f) applies with $N=M(Z+1)$.

For example, $M=2$ and $Z=3$ give eight atoms in two cells of four. The formula predicts $\frac83\binom32=8$ triplets, and direct counting agrees: each cell has $\binom43=4$. Eight atoms at the corners of a cube, joined along its edges, also have three neighbours each but form no triplets at all. The bound can therefore greatly overestimate the count when neighbours of an atom are seldom neighbours of each other. A bulk alloy whose neighbour graph is connected and has more than $Z+1$ atoms never attains it for $3\le n\le Z+1$: by (g), equality would make each atom and its shell a separate group with no neighbours outside.

```lean
/-- In `M` disjoint complete graphs on `Z + 1` atoms every atom has exactly `Z` neighbours,
and the number of `n`-atom clusters, `n ≥ 1`, equals the bound with `N = M (Z + 1)`. -/
theorem completeCells_attain (M Z n : ℕ) (hn : 1 ≤ n) :
    (∀ v, (neighbours (completeCells M Z) v).card = Z) ∧
    ((clusters (completeCells M Z) n).card : ℚ)
      = ((M * (Z + 1) : ℕ) : ℚ) / n * (Z.choose (n - 1) : ℚ) := by
  have hdeg : ∀ v, (neighbours (completeCells M Z) v).card = Z := by
    intro v
    have h : neighbours (completeCells M Z) v
        = (univ.erase v.2).image (fun j => (v.1, j)) := by
      ext b
      simp only [neighbours, mem_filter, mem_univ, true_and, mem_image, mem_erase, and_true,
        completeCells_adj]
      constructor
      · rintro ⟨h1, h2⟩
        exact ⟨b.2, Ne.symm h2, Prod.ext h1 rfl⟩
      · rintro ⟨j, hj, rfl⟩
        exact ⟨rfl, Ne.symm hj⟩
    rw [h, card_image_of_injective _ (fun x y hxy => (Prod.ext_iff.1 hxy).2),
      card_erase_of_mem (mem_univ _), card_univ, Fintype.card_fin, Nat.add_sub_cancel]
  refine ⟨hdeg, ?_⟩
  have h := card_clusters_eq (completeCells M Z) Z n hn (fun v => ⟨hdeg v, by
    intro a b ha hb hab
    rw [completeCells_adj] at ha hb ⊢
    have h1 : a.1 = b.1 := ha.1.symm.trans hb.1
    exact ⟨h1, fun h2 => hab (Prod.ext h1 h2)⟩⟩)
  rw [Fintype.card_prod, Fintype.card_fin, Fintype.card_fin] at h
  exact h

end

end BodyOrderCost
```

```lean
#print axioms BodyOrderCost.card_clusters_le
-- 'BodyOrderCost.card_clusters_le' depends on axioms: [propext, Classical.choice, Quot.sound]
#print axioms BodyOrderCost.card_clusters_eq_iff
-- 'BodyOrderCost.card_clusters_eq_iff' depends on axioms: [propext, Classical.choice, Quot.sound]
#print axioms BodyOrderCost.completeCells_attain
-- 'BodyOrderCost.completeCells_attain' depends on axioms: [propext, Classical.choice, Quot.sound]
```
